# The stationary Gaussian of unadjusted Langevin steps in a harmonic well is too wide

To remove the step-size error from the position variance of a harmonic mode, sampled by a long run of overdamped Langevin steps (the Euler–Maruyama scheme) without an accept/reject test, multiply the measured variance by 1 − hk/2, where k > 0 is the force constant, h > 0 the step size, hk < 2, and the temperature and the mobility are one. The factor is derived for this scheme, not for Langevin schemes that also carry a momentum. The factor comes from the Gaussian that the discrete step leaves unchanged, whose variance is computed here together with the Hastings ratio that a corrected algorithm would use.

```lean
import Mathlib

open Real MeasureTheory

namespace UnadjustedLangevin

noncomputable section

/-- The normal probability density at `y` with mean `m` and variance `v`, for `v > 0`. -/
def gaussianDensity (m v y : ℝ) : ℝ :=
  Real.exp (-(y - m) ^ 2 / (2 * v)) / √(2 * π * v)

/-- The Boltzmann weight `exp (-k x² / 2)` of a harmonic well with force constant `k`,
at unit temperature. -/
def boltzmann (k x : ℝ) : ℝ := Real.exp (-(k * x ^ 2 / 2))

/-- The density for an unadjusted Langevin step of size `h > 0` from `x` to `y` in the
harmonic well: the force moves the mean to `(1 - h k) x`, the noise has variance `2 h`. -/
def ulaKernel (k h x y : ℝ) : ℝ := gaussianDensity ((1 - h * k) * x) (2 * h) y

/-- Detailed balance: the probability flow from `x` to `y` equals the flow back. -/
def DetailedBalance (p : ℝ → ℝ) (q : ℝ → ℝ → ℝ) : Prop :=
  ∀ x y, p x * q x y = p y * q y x

/-- The Hastings ratio of a proposed move from `x` to `y` for the target weight `p` and
the proposal density `q`, defined where `p x * q x y` is nonzero. -/
def hastingsRatio (p : ℝ → ℝ) (q : ℝ → ℝ → ℝ) (x y : ℝ) : ℝ :=
  p y * q y x / (p x * q x y)

/-- The variance `2 / (k (2 - h k))`, for `k ≠ 0` and `h k ≠ 2`. -/
def ulaVariance (k h : ℝ) : ℝ := 2 / (k * (2 - h * k))

/-- The normal density of positive variance integrates to one. -/
theorem integral_gaussianDensity (m : ℝ) {v : ℝ} (hv : 0 < v) :
    ∫ y, gaussianDensity m v y = 1 := by
  unfold gaussianDensity
  have e : ∀ y : ℝ, Real.exp (-(y - m) ^ 2 / (2 * v))
      = Real.exp (-(1 / (2 * v)) * (y - m) ^ 2) := by
    intro y
    congr 1
    ring
  -- shift the mean to the origin
  have t : ∫ y : ℝ, Real.exp (-(1 / (2 * v)) * (y - m) ^ 2)
      = ∫ y : ℝ, Real.exp (-(1 / (2 * v)) * y ^ 2) :=
    integral_sub_right_eq_self (fun y : ℝ => Real.exp (-(1 / (2 * v)) * y ^ 2)) m
  have s : π / (1 / (2 * v)) = 2 * π * v := by
    rw [div_div_eq_mul_div, div_one]
    ring
  simp_rw [e]
  rw [integral_div, t, integral_gaussian, s]
  exact div_self (Real.sqrt_pos.mpr (by positivity)).ne'

/-- The joint density of a Gaussian starting point `x` and its Langevin successor `y`,
written as a single exponential. -/
theorem joint_density (k h v x y : ℝ) :
    gaussianDensity 0 v x * ulaKernel k h x y
      = Real.exp (-x ^ 2 / (2 * v) - (y - (1 - h * k) * x) ^ 2 / (4 * h))
        / (√(2 * π * v) * √(2 * π * (2 * h))) := by
  unfold ulaKernel gaussianDensity
  rw [div_mul_div_comm, ← Real.exp_add]
  congr 2
  ring

/-- For a positive step `h`, the centred Gaussian of variance `v > 0` is in detailed balance
with the unadjusted Langevin kernel exactly when `v k (2 - h k) = 2`. -/
theorem detailedBalance_iff {k h v : ℝ} (hh : 0 < h) (hv : 0 < v) :
    DetailedBalance (gaussianDensity 0 v) (ulaKernel k h) ↔ v * (k * (2 - h * k)) = 2 := by
  have hi : h * h⁻¹ = 1 := mul_inv_cancel₀ hh.ne'
  have vi : v * v⁻¹ = 1 := mul_inv_cancel₀ hv.ne'
  constructor
  · intro H
    -- the flow between the points 1 and 0 already fixes the variance
    have h1 := H 1 0
    have D : √(2 * π * v) * √(2 * π * (2 * h)) ≠ 0 := by positivity
    rw [joint_density, joint_density, div_left_inj' D, Real.exp_eq_exp] at h1
    linear_combination 4 * v * h1 + 2 * vi - (2 * v * k - v * h * k ^ 2) * hi
  · intro H x y
    have e : v⁻¹ = k * (2 - h * k) / 2 := by
      linear_combination (-(1 / 2) * v⁻¹) * H + (k * (2 - h * k) / 2) * vi
    rw [joint_density, joint_density]
    -- the exponent is symmetric in x and y
    congr 2
    linear_combination (-(x ^ 2 - y ^ 2) / 2) * e
      + ((x ^ 2 - y ^ 2) * (k * (2 - h * k)) / 4) * hi

/-- For `k > 0`, `h > 0` and `h k < 2`, a Langevin step leaves the centred Gaussian of
variance `2 / (k (2 - h k))` unchanged. -/
theorem ula_stationary {k h : ℝ} (hk : 0 < k) (hh : 0 < h) (hhk : h * k < 2) (y : ℝ) :
    ∫ x, gaussianDensity 0 (ulaVariance k h) x * ulaKernel k h x y
      = gaussianDensity 0 (ulaVariance k h) y := by
  have hd : 0 < k * (2 - h * k) := mul_pos hk (by linarith)
  have hv : 0 < ulaVariance k h := div_pos two_pos hd
  have e : (2 : ℝ) = ulaVariance k h * (k * (2 - h * k)) := (div_eq_iff hd.ne').1 rfl
  have DB := (detailedBalance_iff hh hv).2 e.symm
  -- detailed balance turns the incoming flow into the outgoing flow
  have f : (fun x => gaussianDensity 0 (ulaVariance k h) x * ulaKernel k h x y)
      = fun x => gaussianDensity 0 (ulaVariance k h) y * ulaKernel k h y x :=
    funext fun x => DB x y
  have n : ∫ x, ulaKernel k h y x = 1 := integral_gaussianDensity _ (by positivity)
  rw [f, integral_const_mul, n, mul_one]

/-- For `k > 0` and `h k < 2`, the variance `2 / (k (2 - h k))` differs from the variance
`1 / k` of the target by `h / (2 - h k)`. -/
theorem variance_bias {k h : ℝ} (hk : 0 < k) (hhk : h * k < 2) :
    ulaVariance k h = 1 / k + h / (2 - h * k) := by
  have hd : 0 < 2 - h * k := by linarith
  unfold ulaVariance
  rw [div_add_div _ _ hk.ne' hd.ne']
  congr 1
  ring

/-- For `k > 0` and any step `h > 0`, the target Gaussian of variance `1 / k` is not in
detailed balance with the unadjusted Langevin kernel. -/
theorem target_not_detailedBalance {k h : ℝ} (hk : 0 < k) (hh : 0 < h) :
    ¬ DetailedBalance (gaussianDensity 0 (1 / k)) (ulaKernel k h) := by
  intro H
  have e := (detailedBalance_iff hh (one_div_pos.mpr hk)).1 H
  have c : 1 / k * k = 1 := one_div_mul_cancel hk.ne'
  have z : h * k = 0 := by linear_combination (2 - h * k) * c - e
  exact (mul_pos hh hk).ne' z

/-- For a step `h > 0`, the Hastings ratio of a Langevin move from `x` to `y` in the harmonic
well is `exp (h k² (x² - y²) / 4)`. -/
theorem hastingsRatio_ula {k h : ℝ} (hh : 0 < h) (x y : ℝ) :
    hastingsRatio (boltzmann k) (ulaKernel k h) x y
      = Real.exp (h * k ^ 2 * (x ^ 2 - y ^ 2) / 4) := by
  have hi : h * h⁻¹ = 1 := mul_inv_cancel₀ hh.ne'
  unfold hastingsRatio boltzmann ulaKernel gaussianDensity
  rw [div_eq_iff (by positivity)]
  -- collect each side into one exponential over the common normalisation
  rw [← mul_div_assoc, ← mul_div_assoc, ← mul_div_assoc,
    ← Real.exp_add, ← Real.exp_add, ← Real.exp_add]
  congr 2
  linear_combination (-(x ^ 2 - y ^ 2) * (k * (2 - h * k)) / 4) * hi

/-- For the target `exp (-x² / 2)` and `0 < h < 2`, the Langevin kernel is in detailed balance
with the centred Gaussian of variance `2 / (2 - h) > 1`, and its Hastings ratio for the
target is `exp (h (x² - y²) / 4)`. -/
theorem unit_gaussian_bias {h : ℝ} (hh : 0 < h) (h2 : h < 2) :
    1 < 2 / (2 - h) ∧
    DetailedBalance (gaussianDensity 0 (2 / (2 - h))) (ulaKernel 1 h) ∧
    ∀ x y, hastingsRatio (boltzmann 1) (ulaKernel 1 h) x y
      = Real.exp (h * (x ^ 2 - y ^ 2) / 4) := by
  have hd : 0 < 2 - h := by linarith
  refine ⟨?_, ?_, ?_⟩
  · rw [lt_div_iff₀ hd]
    linarith
  · have e : (2 : ℝ) = 2 / (2 - h) * (2 - h) := (div_eq_iff hd.ne').1 rfl
    refine (detailedBalance_iff hh (div_pos two_pos hd)).2 ?_
    rw [mul_one, one_mul]
    exact e.symm
  · intro x y
    rw [hastingsRatio_ula hh]
    congr 1
    ring

end

end UnadjustedLangevin
```

```lean
#print axioms UnadjustedLangevin.ula_stationary
-- 'UnadjustedLangevin.ula_stationary' depends on axioms: [propext, Classical.choice, Quot.sound]
#print axioms UnadjustedLangevin.variance_bias
-- 'UnadjustedLangevin.variance_bias' depends on axioms: [propext, Classical.choice, Quot.sound]
#print axioms UnadjustedLangevin.target_not_detailedBalance
-- 'UnadjustedLangevin.target_not_detailedBalance' depends on axioms: [propext, Classical.choice, Quot.sound]
#print axioms UnadjustedLangevin.unit_gaussian_bias
-- 'UnadjustedLangevin.unit_gaussian_bias' depends on axioms: [propext, Classical.choice, Quot.sound]
```

## The step and its densities

In the well kx²/2 the force is −kx. With unit mobility, one step is

y = x − hkx + √(2h) ξ,

where ξ is a standard normal random number. Given x, the new position y is therefore normal with mean (1 − hk)x and variance 2h. This density, q(x,y), is `ulaKernel k h x y`. The target weight w(x) = exp(−kx²/2) is `boltzmann k x`; it needs no normalisation, because only ratios of it enter.

`DetailedBalance p q` says p(x)q(x,y) = p(y)q(y,x) for all real x and y. With the target weight w for p, `hastingsRatio` is w(y)q(y,x) / (w(x)q(x,y)), the number compared with one in a Metropolis–Hastings test.

The central theorem, `detailedBalance_iff`, takes h > 0 and v > 0 and states that the centred Gaussian of variance v is in detailed balance with q exactly when vk(2 − hk) = 2. The condition hk < 2 enters afterwards, with k > 0, to make the solution v positive. Physically, it means that the force part of the step never carries the particle as far out on the other side as it started.

The results concern one coordinate in an exactly harmonic well. That a run started elsewhere converges to this Gaussian is a further matter, which the theorems do not address.

## Comparing the flow in both directions

Write a = 1 − hk and let p be the centred Gaussian density of variance v. Then p(x)q(x,y) is a constant, symmetric in x and y, times exp E(x,y), with

E(x,y) = −x²/(2v) − (y − ax)²/(4h).

This is `joint_density`. The cross terms cancel in

(y − ax)² − (x − ay)² = −(1 − a²)(x² − y²),

and 1 − a² = hk(2 − hk), so

E(x,y) − E(y,x) = (x² − y²) [k(2 − hk)/4 − 1/(2v)].

If vk(2 − hk) = 2, the bracket vanishes and detailed balance holds. Conversely, the single pair x = 1, y = 0 forces the bracket to vanish. The Lean proof uses the same pair: it cancels the common normalisation, equates the exponents by `Real.exp_eq_exp`, and leaves the algebra to `linear_combination`.

Integrating detailed balance over x gives

∫ p(x)q(x,y) dx = p(y) ∫ q(y,x) dx = p(y).

This is `ula_stationary`; the last integral is one by `integral_gaussianDensity`, which shifts the mean to zero and applies the standard Gaussian integral.

## The size of the bias

The stationary variance, `ulaVariance k h`, is

2/(k(2 − hk)) = 1/k + h/(2 − hk),

as `variance_bias` confirms over a common denominator. The relative error is hk/(2 − hk), so among independent harmonic modes run with the same h, the stiffest has the largest relative error.

The true variance v = 1/k would require 2 − hk = 2, hence hk = 0, which `target_not_detailedBalance` excludes for every positive step.

The restriction hk < 2 matters. For k = 1 and h = 2 the balance condition reads v · 0 = 2, which no variance satisfies. The step is then y = −x + 2ξ, and each step adds 4 to the variance.

## The Hastings ratio

The target contributes k(x² − y²)/2 to the logarithm of the ratio. The two proposal densities contribute

[(y − ax)² − (x − ay)²]/(4h) = −k(2 − hk)(x² − y²)/4.

The sum is hk²(x² − y²)/4, so the ratio is

exp(hk²(x² − y²)/4).

`hastingsRatio_ula` proves this for every h > 0 by clearing the denominator and collecting each side into one exponential. For k ≠ 0, a move that ends nearer the centre than it began has a ratio above one, and a move that ends farther out has a ratio below one.

For k = 1 and 0 < h < 2, `unit_gaussian_bias` collects the results: the balanced variance is 2/(2 − h) > 1, and the ratio is exp(h(x² − y²)/4).
